# The mean exponential nucleation time, conditional on nucleation before a cutoff L, has a reciprocal above 2/L

## Why does my nucleation rate stop falling?

I treat the average over my finished runs as a conditional mean: the expected nucleation time, given that nucleation happens before the run length $L$. Unfinished runs are discarded, and one over the average is my rate. At low supersaturation most runs end without a nucleus, yet when I lower the supersaturation further, the rate I infer hardly moves. Shouldn't it go to zero with the true rate?

## The finished runs only know about times shorter than L

No. For exponentially distributed nucleation times, the inferred rate levels off at $2/L$, however small the true rate becomes.

Let $k>0$ be the true rate and $L>0$ the cutoff. The nucleation time $t\ge 0$ has density $k e^{-kt}$, which means that a run still without a nucleus has the same chance of nucleating per unit time at every moment, with no initial lag. The finished fraction $F$, the unfinished fraction $U$ and the finished runs' contribution $T$ to the mean observation time are

$$F=\int_0^L k e^{-kt}\,dt=1-e^{-kL},\qquad U=\int_L^\infty k e^{-kt}\,dt=e^{-kL},$$

$$T=\int_0^L t\,k e^{-kt}\,dt=\Big[-\big(t+\tfrac1k\big)e^{-kt}\Big]_0^L=\frac1k-\Big(L+\frac1k\Big)e^{-kL}.$$

The conditional mean is therefore

$$m=\frac TF=\frac{\frac1k(1-e^{-kL})-Le^{-kL}}{1-e^{-kL}}=\frac1k-\frac{L}{e^{kL}-1}.$$

Write $x=kL$. At fixed $L$,

$$\frac{dm}{dk}=\frac{L^2e^{x}}{(e^{x}-1)^2}-\frac1{k^2},$$

which is negative exactly when $x^2e^x<(e^x-1)^2$. Taking positive roots and dividing by $2e^{x/2}$ turns this into $x/2<\sinh(x/2)$, which holds for $x>0$. So $m$ strictly decreases with $k$.

For the upper bound, clearing denominators in $m<L/2$ gives $2(e^x-1)<x(e^x+1)$. The difference $g(x)=x(e^x+1)-2(e^x-1)$ vanishes at zero, and $g'(x)=1+(x-1)e^x$ is positive for $x>0$ because $e^{-x}>1-x$. For the lower bound, $m\ge L/(2+x)$ reduces to $e^x\ge1+x+x^2/2$. Hence

$$\frac{L}{2+kL}\le m<\frac L2,$$

and both ends meet at $L/2$ as $k\to0^+$. Taking reciprocals gives $2/L<1/m\le k+2/L$. Also $1/m>k$, since $m<1/k$ by the closed form.

The cure is to keep the unfinished runs and count each at length $L$. The mean observation time per run is then

$$T+LU=\frac1k-\frac1k e^{-kL}=\frac Fk,$$

so $F/(T+LU)=k$.

In a simulation study with exponential nucleation times, this means dividing the number of runs that nucleate by the total observation time of all runs, where each run counts only up to its nucleation or the cutoff, whichever comes first. Any time simulated after nucleation is left out. Take $k=0.001\ \mathrm{ns^{-1}}$, $L=100\ \mathrm{ns}$ and 1000 runs. About 95 runs are expected to nucleate, with a conditional mean of about $49.2\ \mathrm{ns}$. Its reciprocal is about $0.0203\ \mathrm{ns^{-1}}$, some twenty times too large. The expected total time is about $95\,200\ \mathrm{ns}$, and 95 events over that time recover about $0.001\ \mathrm{ns^{-1}}$.

The floor at $2/L$ does not hold for every distribution of positive nucleation times. If every run nucleated at exactly $3L/4$, the apparent rate would be $4/(3L)$, below $2/L$.

In the Lean file, `density k t` is $ke^{-kt}$, and `finishedFraction`, `unfinishedFraction` and `finishedTime` are the integrals $F$, $U$ and $T$. The quotient `finishedMean` is $m$, and `apparentRate` is $1/m$. All quantities are real numbers, with $k$ and $L$ understood in reciprocal units.

- `finishedMean_eq` is the closed form for $m$.
- `finishedMean_strictAntiOn` says that, at fixed $L>0$, $m$ strictly decreases on `Ioi 0`, the positive rates.
- `finishedMean_bounds` gives the two bounds on $m$, and `finishedMean_tendsto` the limit as $k$ approaches zero from above, written `𝓝[>] 0`.
- `apparentRate_bounds` places the apparent rate above $2/L$ and above $k$, and at most at $k+2/L$.
- `censored_rate_exact` is the identity $F/(T+LU)=k$.

These are statements about expectations. No random sample appears, so the scatter of an average over a limited number of runs lies beyond them; a handful of finished runs can happen to average more than $L/2$. The exponential law itself is assumed, not derived from a model of nucleus formation.

```lean
import Mathlib

open Filter Topology Set

namespace CensoredNucleation

noncomputable section

/-- Probability density of an exponential nucleation time of rate `k`, at time `t ≥ 0`. -/
def density (k t : ℝ) : ℝ := k * Real.exp (-(k * t))

/-- Fraction of runs that nucleate before the cutoff `L`. -/
def finishedFraction (k L : ℝ) : ℝ := ∫ t in (0 : ℝ)..L, density k t

/-- Fraction of runs that have not nucleated by the cutoff `L`. -/
def unfinishedFraction (k L : ℝ) : ℝ := ∫ t in Ioi L, density k t

/-- Contribution of the finished runs to the mean observation time per run. -/
def finishedTime (k L : ℝ) : ℝ := ∫ t in (0 : ℝ)..L, t * density k t

/-- Mean nucleation time conditional on nucleation before `L`, for `k > 0` and `L > 0`. -/
def finishedMean (k L : ℝ) : ℝ := finishedTime k L / finishedFraction k L

/-- Rate inferred from the finished runs alone, for `k > 0` and `L > 0`. -/
def apparentRate (k L : ℝ) : ℝ := 1 / finishedMean k L

/-- The nucleation density is the time derivative of minus the survival probability. -/
theorem hasDerivAt_neg_survival (k t : ℝ) :
    HasDerivAt (fun s : ℝ => -Real.exp (-(k * s))) (density k t) t := by
  have h : HasDerivAt (fun s : ℝ => -(k * s)) (-k) t :=
    ((hasDerivAt_id' t).const_mul k).fun_neg.congr_deriv (by ring)
  exact h.exp.fun_neg.congr_deriv (by unfold density; ring)

/-- For `k > 0`, the finished fraction, the unfinished fraction and the time spent in
finished runs have elementary closed forms. -/
theorem censored_integrals {k : ℝ} (hk : 0 < k) (L : ℝ) :
    finishedFraction k L = 1 - Real.exp (-(k * L)) ∧
    unfinishedFraction k L = Real.exp (-(k * L)) ∧
    finishedTime k L = 1 / k - (L + 1 / k) * Real.exp (-(k * L)) := by
  have hc : Continuous (density k) := by
    change Continuous (fun t : ℝ => k * Real.exp (-(k * t)))
    fun_prop
  refine ⟨?_, ?_, ?_⟩
  · have h := intervalIntegral.integral_eq_sub_of_hasDerivAt (a := 0) (b := L)
      (fun t _ => hasDerivAt_neg_survival k t) (hc.intervalIntegrable 0 L)
    unfold finishedFraction
    rw [h, mul_zero, neg_zero, Real.exp_zero]
    ring
  · -- the survival probability vanishes at late times
    have h : Tendsto (fun t : ℝ => Real.exp (-(k * t))) atTop (𝓝 0) :=
      Real.tendsto_exp_neg_atTop_nhds_zero.comp (tendsto_id.const_mul_atTop hk)
    have h2 := h.neg
    rw [neg_zero] at h2
    have h3 := MeasureTheory.integral_Ioi_of_hasDerivAt_of_nonneg' (a := L)
      (fun t _ => hasDerivAt_neg_survival k t)
      (fun t _ => mul_nonneg hk.le (Real.exp_pos _).le) h2
    unfold unfinishedFraction
    rw [h3]
    ring
  · have hd : ∀ t : ℝ, HasDerivAt (fun s : ℝ => (s + 1 / k) * -Real.exp (-(k * s)))
        (t * density k t) t := fun t => by
      refine (((hasDerivAt_id' t).add_const (1 / k)).fun_mul
        (hasDerivAt_neg_survival k t)).congr_deriv ?_
      have e : 1 / k * k = 1 := div_mul_cancel₀ 1 hk.ne'
      unfold density
      linear_combination Real.exp (-(k * t)) * e
    have h := intervalIntegral.integral_eq_sub_of_hasDerivAt (a := 0) (b := L)
      (fun t _ => hd t) ((continuous_id.mul hc).intervalIntegrable 0 L)
    unfold finishedTime
    rw [h, mul_zero, neg_zero, Real.exp_zero]
    ring

/-- For `k, L > 0`, the mean time of the finished runs is `1/k - L/(exp(kL) - 1)`. -/
theorem finishedMean_eq {k L : ℝ} (hk : 0 < k) (hL : 0 < L) :
    finishedMean k L = 1 / k - L / (Real.exp (k * L) - 1) := by
  obtain ⟨h1, -, h3⟩ := censored_integrals hk L
  have hE : 0 < Real.exp (k * L) - 1 := sub_pos.2 (Real.one_lt_exp_iff.2 (mul_pos hk hL))
  have hq : Real.exp (-(k * L)) < 1 := Real.exp_lt_one_iff.2 (neg_lt_zero.2 (mul_pos hk hL))
  have e1 : Real.exp (-(k * L)) * Real.exp (k * L) = 1 := by
    rw [← Real.exp_add, neg_add_cancel, Real.exp_zero]
  have e2 : L / (Real.exp (k * L) - 1) * (Real.exp (k * L) - 1) = L :=
    div_mul_cancel₀ L hE.ne'
  unfold finishedMean
  rw [h1, h3, div_eq_iff (sub_pos.2 hq).ne']
  linear_combination (-(L / (Real.exp (k * L) - 1))) * e1 + Real.exp (-(k * L)) * e2

/-- For a fixed cutoff `L > 0`, the mean time of the finished runs strictly decreases
with the rate `k > 0`. -/
theorem finishedMean_strictAntiOn {L : ℝ} (hL : 0 < L) :
    StrictAntiOn (fun k => finishedMean k L) (Ioi 0) := by
  have hE : ∀ k : ℝ, 0 < k → 0 < Real.exp (k * L) - 1 := fun k hk =>
    sub_pos.2 (Real.one_lt_exp_iff.2 (mul_pos hk hL))
  have hd : ∀ k : ℝ, 0 < k → HasDerivAt (fun x : ℝ => 1 / x - L / (Real.exp (x * L) - 1))
      (L ^ 2 * Real.exp (k * L) / (Real.exp (k * L) - 1) ^ 2 - 1 / k ^ 2) k := fun k hk =>
    (((hasDerivAt_const k (1 : ℝ)).fun_div (hasDerivAt_id' k) hk.ne').fun_sub
      ((hasDerivAt_const k L).fun_div
        (((hasDerivAt_id' k).mul_const L).exp.sub_const 1) (hE k hk).ne')).congr_deriv
      (by ring)
  have hanti : StrictAntiOn (fun x : ℝ => 1 / x - L / (Real.exp (x * L) - 1)) (Ioi 0) := by
    refine strictAntiOn_of_deriv_neg (convex_Ioi 0)
      (fun x hx => (hd x hx).continuousAt.continuousWithinAt) (fun k hk => ?_)
    rw [interior_Ioi] at hk
    have hk0 : 0 < k := hk
    rw [(hd k hk0).deriv, sub_neg, div_lt_div_iff₀ (pow_pos (hE k hk0) 2) (pow_pos hk0 2)]
    -- the sign is that of y - sinh y at y = kL/2
    have hx : 0 < k * L := mul_pos hk0 hL
    have hs := Real.self_lt_sinh_iff.2 (half_pos hx)
    rw [Real.sinh_eq] at hs
    have e1 : Real.exp (-(k * L / 2)) * Real.exp (k * L / 2) = 1 := by
      rw [← Real.exp_add, neg_add_cancel, Real.exp_zero]
    have e2 : Real.exp (k * L) = Real.exp (k * L / 2) ^ 2 := by
      rw [sq, ← Real.exp_add, add_halves]
    have hp := Real.exp_pos (k * L / 2)
    have h1 : k * L * Real.exp (k * L / 2) < Real.exp (k * L / 2) ^ 2 - 1 := by
      nlinarith [mul_lt_mul_of_pos_right hs hp]
    have h2 := mul_self_lt_mul_self (mul_pos hx hp).le h1
    rw [e2]
    linarith
  intro a ha b hb hab
  change finishedMean b L < finishedMean a L
  rw [finishedMean_eq ha hL, finishedMean_eq hb hL]
  exact hanti ha hb hab

/-- For `x > 0`, `2 (exp x - 1) < x (exp x + 1)`; equivalently `tanh (x/2) < x/2`. -/
theorem two_mul_exp_sub_one_lt {x : ℝ} (hx : 0 < x) :
    2 * (Real.exp x - 1) < x * (Real.exp x + 1) := by
  have hd : ∀ y : ℝ, HasDerivAt (fun y : ℝ => y * (Real.exp y + 1) - 2 * (Real.exp y - 1))
      (1 + (y - 1) * Real.exp y) y := fun y =>
    (((hasDerivAt_id' y).fun_mul ((Real.hasDerivAt_exp y).add_const 1)).fun_sub
      (((Real.hasDerivAt_exp y).sub_const 1).const_mul 2)).congr_deriv (by ring)
  have hm : StrictMonoOn (fun y : ℝ => y * (Real.exp y + 1) - 2 * (Real.exp y - 1))
      (Ici 0) := by
    refine strictMonoOn_of_deriv_pos (convex_Ici 0)
      (fun y _ => (hd y).continuousAt.continuousWithinAt) (fun y hy => ?_)
    rw [interior_Ici] at hy
    have hy0 : 0 < y := hy
    rw [(hd y).deriv]
    have e : Real.exp (-y) * Real.exp y = 1 := by
      rw [← Real.exp_add, neg_add_cancel, Real.exp_zero]
    have h := Real.add_one_lt_exp (neg_ne_zero.2 hy0.ne')
    nlinarith [mul_lt_mul_of_pos_right h (Real.exp_pos y)]
  have h := hm (mem_Ici.2 le_rfl) (mem_Ici.2 hx.le) hx
  simp only [Real.exp_zero] at h
  linarith

/-- For `k, L > 0`, the mean time of the finished runs is at least `L/(2 + kL)` and
strictly below half the cutoff. -/
theorem finishedMean_bounds {k L : ℝ} (hk : 0 < k) (hL : 0 < L) :
    L / (2 + k * L) ≤ finishedMean k L ∧ finishedMean k L < L / 2 := by
  have hx : 0 < k * L := mul_pos hk hL
  have hE : 0 < Real.exp (k * L) - 1 := sub_pos.2 (Real.one_lt_exp_iff.2 hx)
  rw [finishedMean_eq hk hL, div_sub_div _ _ hk.ne' hE.ne']
  constructor
  · rw [div_le_div_iff₀ (by positivity) (mul_pos hk hE)]
    nlinarith [Real.quadratic_le_exp_of_nonneg hx.le]
  · rw [div_lt_div_iff₀ (mul_pos hk hE) two_pos]
    nlinarith [two_mul_exp_sub_one_lt hx]

/-- For a fixed cutoff `L > 0`, the mean time of the finished runs tends to `L/2` as the
rate tends to zero from above. -/
theorem finishedMean_tendsto {L : ℝ} (hL : 0 < L) :
    Tendsto (fun k => finishedMean k L) (𝓝[>] 0) (𝓝 (L / 2)) := by
  have hc : ContinuousAt (fun k : ℝ => L / (2 + k * L)) 0 :=
    ContinuousAt.div continuousAt_const (by fun_prop) (by norm_num)
  have h := hc.tendsto
  simp only [zero_mul, add_zero] at h
  refine tendsto_of_tendsto_of_tendsto_of_le_of_le' (h.mono_left nhdsWithin_le_nhds)
    tendsto_const_nhds ?_ ?_
  · filter_upwards [self_mem_nhdsWithin] with k hk
    exact (finishedMean_bounds hk hL).1
  · filter_upwards [self_mem_nhdsWithin] with k hk
    exact (finishedMean_bounds hk hL).2.le

/-- For `k, L > 0`, discarding unfinished runs gives an apparent rate above `2/L` and above
the true rate `k`, but at most `k + 2/L`. -/
theorem apparentRate_bounds {k L : ℝ} (hk : 0 < k) (hL : 0 < L) :
    2 / L < apparentRate k L ∧ k < apparentRate k L ∧ apparentRate k L ≤ k + 2 / L := by
  obtain ⟨hlo, hhi⟩ := finishedMean_bounds hk hL
  have hD : 0 < 2 + k * L := by positivity
  have hm : 0 < finishedMean k L := lt_of_lt_of_le (div_pos hL hD) hlo
  unfold apparentRate
  refine ⟨?_, ?_, ?_⟩
  · rw [div_lt_div_iff₀ hL hm]
    linarith
  · have hE : 0 < Real.exp (k * L) - 1 := sub_pos.2 (Real.one_lt_exp_iff.2 (mul_pos hk hL))
    have h : finishedMean k L < 1 / k := by
      rw [finishedMean_eq hk hL]
      linarith [div_pos hL hE]
    rw [lt_div_iff₀ hm]
    linarith [(lt_div_iff₀ hk).1 h]
  · rw [div_le_iff₀ hm]
    have h := (div_le_iff₀ hD).1 hlo
    have e : 2 / L * L = 2 := div_mul_cancel₀ 2 hL.ne'
    have e2 : (k + 2 / L) * finishedMean k L * L = finishedMean k L * (2 + k * L) := by
      linear_combination finishedMean k L * e
    refine le_of_mul_le_mul_right ?_ hL
    rw [e2, one_mul]
    exact h

/-- For `k, L > 0`, the finished fraction divided by the mean observation time per run, with
each unfinished run counted at length `L`, is the true rate `k`. -/
theorem censored_rate_exact {k L : ℝ} (hk : 0 < k) (hL : 0 < L) :
    finishedFraction k L / (finishedTime k L + L * unfinishedFraction k L) = k := by
  obtain ⟨h1, h2, h3⟩ := censored_integrals hk L
  have hq : 0 < 1 - Real.exp (-(k * L)) :=
    sub_pos.2 (Real.exp_lt_one_iff.2 (neg_lt_zero.2 (mul_pos hk hL)))
  have hden : finishedTime k L + L * unfinishedFraction k L
      = (1 - Real.exp (-(k * L))) / k := by
    rw [h2, h3]
    ring
  rw [hden, h1, div_eq_iff (div_pos hq hk).ne']
  exact (div_mul_cancel₀ _ hk.ne').symm.trans (mul_comm _ _)

end

end CensoredNucleation
```

```lean
#print axioms CensoredNucleation.finishedMean_strictAntiOn
#print axioms CensoredNucleation.finishedMean_tendsto
#print axioms CensoredNucleation.apparentRate_bounds
#print axioms CensoredNucleation.censored_rate_exact
```

```
'CensoredNucleation.finishedMean_strictAntiOn' depends on axioms: [propext, Classical.choice, Quot.sound]
'CensoredNucleation.finishedMean_tendsto' depends on axioms: [propext, Classical.choice, Quot.sound]
'CensoredNucleation.apparentRate_bounds' depends on axioms: [propext, Classical.choice, Quot.sound]
'CensoredNucleation.censored_rate_exact' depends on axioms: [propext, Classical.choice, Quot.sound]
```

The proof begins with `hasDerivAt_neg_survival`, which identifies $-e^{-kt}$ as an antiderivative of the density. `censored_integrals` evaluates $F$ and $T$ from antiderivatives at the endpoints; for $U$ it also uses that the survival probability $e^{-kt}$ vanishes at late times. In `finishedMean_eq`, `div_eq_iff` multiplies out the denominator $F$, and `linear_combination` finishes with $e^{-kL}e^{kL}=1$.

For monotonicity, `strictAntiOn_of_deriv_neg` asks for a negative derivative. The file runs the argument above in reverse: it starts from `Real.self_lt_sinh_iff` at $kL/2$, multiplies by the exponential to get `h1`, and squares to get `h2`.

The lemma `two_mul_exp_sub_one_lt` shows that $g$ increases from zero, with `Real.add_one_lt_exp` at $-y$ supplying $e^{-y}>1-y$. `finishedMean_bounds` clears denominators, then uses this lemma for the upper bound and `Real.quadratic_le_exp_of_nonneg` for the lower one. `finishedMean_tendsto` squeezes $m$ between them, and `apparentRate_bounds` takes the reciprocals. In `censored_rate_exact`, the intermediate equation `hden` is $T+LU=F/k$ with $F$ written out, and one division leaves $k$.
